# A positive dielectric tensor and an ionic dipole determine one curl-free macroscopic field at each nonzero wavevector

The condition that a macroscopic field is longitudinal can be written in two ways: as the existence of a number $c$ with $E=cq$, or as the vanishing of the curl. Here it is the curl. A field varying as $E\,e^{iq\cdot x}$ has a curl proportional to $q\times E$, and its vanishing is expressed by
$$q_iE_j=q_jE_i\qquad\text{for all } i,j .$$
This form makes sense in any finite dimension. It agrees with $E=cq$ when $q\neq0$, but not at $q=0$. There the curl condition admits every uniform field, as electrostatics does, while $E=cq$ would admit only $E=0$. If $E=cq$ were the definition, the equivalence proved below would extend to $q=0$ in Lean, where the quotient $0/0$ in the formula is read as $0$, but it would say nothing about nonzero uniform fields, which the definition would already have excluded.

The setting is a polar insulator in which the ions are displaced in a long-wavelength pattern. The displacements give the cells, each of volume $V$, a dipole of amplitude $p$, defined at zero macroscopic field, and the electrons respond to the macroscopic field through a dielectric tensor $\varepsilon$, taken with the ions held fixed. Units are Gaussian. The finite index type `n` labels Cartesian directions and is `Fin 3` for a crystal; `m` labels the ionic displacement coordinates, one for each atom and direction. All amplitudes are real.

```lean
import Mathlib

open Matrix Filter Topology
open scoped Real

namespace LongitudinalMacroscopicField

noncomputable section

variable {n m : Type*} [Fintype n] [Fintype m]
```

## Curl-free fields and the displacement of a cell

The first definition is the curl condition just given, with `q` and `E` as real vectors.

```lean
/-- A field amplitude `E` at wavevector `q` is curl-free: `q_i E_j = q_j E_i`. -/
def IsCurlFree (q E : n → ℝ) : Prop := ∀ i j, q i * E j = q j * E i
```

The electric displacement is $D=\varepsilon E+4\pi p/V$. Multiplied by the cell volume it becomes
$$VD=V\varepsilon E+4\pi p .$$
There is no free charge, so Gauss's law reads $q\cdot D=0$. For $V>0$ this is the same condition as $q\cdot(VD)=0$, which is the version used here.

```lean
/-- The electric displacement multiplied by the cell volume, `V eps E + 4π p`,
for a cell with ionic dipole `p`. -/
def cellDisplacement (eps : Matrix n n ℝ) (V : ℝ) (p E : n → ℝ) : n → ℝ :=
  V • (eps *ᵥ E) + (4 * π) • p
```

In `cellDisplacement`, the product `eps *ᵥ E` is the tensor acting on the field, and `•` multiplies a vector by a number. The dipole is an independent input, and $\varepsilon$ does not depend on $q$. The description is therefore the leading one at long wavelength, with local fields inside the cell entering only through the given $\varepsilon$ and $p$.

The field to be derived is
$$E=-\frac{4\pi}{V}\,\frac{q\,(q\cdot p)}{q\cdot\varepsilon q}.$$

```lean
/-- The field `-(4π/V) q (q·p)/(q·eps q)`. -/
def macroscopicField (eps : Matrix n n ℝ) (V : ℝ) (q p : n → ℝ) : n → ℝ :=
  (-(4 * π * (q ⬝ᵥ p) / (V * (q ⬝ᵥ eps *ᵥ q)))) • q
```

If the dipole comes from displacements $u$ through Born effective charges $Z$, then $p=Zu$, or $p_i=\sum_a Z_{ia}u_a$. Put $w_a=\sum_i q_iZ_{ia}$. The force constants that will describe the effect of the field on the ions are
$$C_{ab}=\frac{4\pi}{V}\,\frac{w_aw_b}{q\cdot\varepsilon q}.$$

```lean
/-- The non-analytic force constants `(4π/V) (q·Z)(q·Z)/(q·eps q)` for Born charges `Z`. -/
def nonanalyticForceConstants (eps : Matrix n n ℝ) (V : ℝ) (q : n → ℝ)
    (Z : Matrix n m ℝ) : Matrix m m ℝ :=
  (4 * π / (V * (q ⬝ᵥ eps *ᵥ q))) • vecMulVec (q ᵥ* Z) (q ᵥ* Z)
```

Here `q ᵥ* Z` is the vector $w$, and `vecMulVec` forms the dyad $w_aw_b$. The matrix `Z` has a row for each field direction and a column for each displacement coordinate. Its entries are arbitrary real numbers, and charge neutrality is not imposed on them.

## From the curl to a multiple of the wavevector

In three dimensions, with components numbered from 0,
$$q\times E=(q_1E_2-q_2E_1,\;q_2E_0-q_0E_2,\;q_0E_1-q_1E_0).$$
These components all vanish exactly when $q_iE_j=q_jE_i$ for every pair, since the pairs with $i=j$ are trivial and exchanging $i$ and $j$ gives the same equation.

```lean
/-- In three dimensions a field is curl-free exactly when `q × E = 0`. -/
theorem cross_eq_zero_iff (q E : Fin 3 → ℝ) :
    crossProduct q E = 0 ↔ IsCurlFree q E := by
  constructor
  · intro h i j
    have h0 := congrFun h 0
    have h1 := congrFun h 1
    have h2 := congrFun h 2
    simp [cross_apply] at h0 h1 h2
    fin_cases i <;> fin_cases j <;> simp <;> linarith
  · intro h
    rw [cross_apply]
    ext i
    fin_cases i <;> simp <;> linarith [h 0 1, h 1 2, h 0 2]
```

The first half of the proof reads off the three components and goes through the index pairs with `fin_cases`; the second goes through the components of the cross product. `simp` settles the pairs with equal indices, and `linarith` handles the cases that remain.

Now let $q\neq0$ in any finite dimension. Some component $q_k$ is nonzero. The curl condition for the pair $(k,j)$ gives $q_kE_j=q_jE_k$, hence
$$E_j=\frac{E_k}{q_k}\,q_j ,$$
so $E=cq$ with $c=E_k/q_k$. Conversely, if $E=cq$, then $q_iE_j=c\,q_iq_j=q_jE_i$.

```lean
omit [Fintype n] in
/-- At nonzero wavevector the curl-free fields are the multiples of `q`. -/
theorem curlFree_iff_parallel {q : n → ℝ} (hq : q ≠ 0) (E : n → ℝ) :
    IsCurlFree q E ↔ ∃ c : ℝ, E = c • q := by
  constructor
  · intro h
    obtain ⟨k, hk⟩ := Function.ne_iff.mp hq
    have hk' : q k ≠ 0 := hk
    refine ⟨E k / q k, funext fun j => ?_⟩
    rw [Pi.smul_apply, smul_eq_mul, div_mul_eq_mul_div, eq_div_iff hk']
    linarith [h k j]
  · rintro ⟨c, rfl⟩ i j
    simp only [Pi.smul_apply, smul_eq_mul]
    ring
```

The term `Function.ne_iff.mp hq` supplies the nonzero component, and the quotient `E k / q k` is the multiplier found above.

## Gauss's law as an equation for one number

Insert $E=cq$ into Gauss's law:
$$q\cdot(V\varepsilon cq+4\pi p)=V\,c\,(q\cdot\varepsilon q)+4\pi\,(q\cdot p)=0 .$$
The coefficient of $c$ is $V\,(q\cdot\varepsilon q)$, which is positive because $V>0$, $q\neq0$ and $\varepsilon$ is positive. The equation has exactly one solution,
$$c=-\frac{4\pi\,(q\cdot p)}{V\,(q\cdot\varepsilon q)},$$
and $cq$ is the field stated above.

```lean
/-- For a positive dielectric tensor, `V > 0` and `q ≠ 0`, a field is curl-free and obeys Gauss's
law `q·(V eps E + 4π p) = 0` exactly when it is `-(4π/V) q (q·p)/(q·eps q)`. -/
theorem curlFree_and_gauss_iff {eps : Matrix n n ℝ}
    (heps : ∀ x : n → ℝ, x ≠ 0 → 0 < x ⬝ᵥ eps *ᵥ x) {V : ℝ} (hV : 0 < V)
    {q : n → ℝ} (hq : q ≠ 0) (p E : n → ℝ) :
    (IsCurlFree q E ∧ q ⬝ᵥ cellDisplacement eps V p E = 0) ↔
      E = macroscopicField eps V q p := by
  have hne : V * (q ⬝ᵥ eps *ᵥ q) ≠ 0 := (mul_pos hV (heps q hq)).ne'
  -- Gauss's law for a field `c q` is a linear equation for `c`
  have flux : ∀ c : ℝ, q ⬝ᵥ cellDisplacement eps V p (c • q) =
      V * (c * (q ⬝ᵥ eps *ᵥ q)) + 4 * π * (q ⬝ᵥ p) := by
    intro c
    simp only [cellDisplacement, Matrix.mulVec_smul, dotProduct_add, dotProduct_smul,
      smul_eq_mul]
  constructor
  · rintro ⟨hl, hg⟩
    obtain ⟨c, rfl⟩ := (curlFree_iff_parallel hq E).1 hl
    rw [flux] at hg
    have hc : c = -(4 * π * (q ⬝ᵥ p) / (V * (q ⬝ᵥ eps *ᵥ q))) := by
      rw [← neg_div, eq_div_iff hne]
      linarith
    unfold macroscopicField
    rw [← hc]
  · intro hE
    refine ⟨(curlFree_iff_parallel hq E).2 ⟨_, hE⟩, ?_⟩
    rw [hE, macroscopicField, flux]
    have h := div_mul_cancel₀ (4 * π * (q ⬝ᵥ p)) hne
    linear_combination -h
```

In words: a field `E` is curl-free and satisfies Gauss's law if and only if it equals `macroscopicField eps V q p`. Read from right to left, this says that the field exists; read from left to right, that it is unique. The hypothesis `heps` says that $x\cdot\varepsilon x>0$ for every nonzero $x$. Physically, the static dielectric constant at fixed ions is positive along every direction. A symmetric positive definite tensor satisfies it, but symmetry itself is not required, because only the number $q\cdot\varepsilon q$ enters.

The auxiliary statement `flux` is the displayed linear expression in $c$. One half of the proof solves it for $c$ using `eq_div_iff`; the other substitutes the solution back and checks that the flux vanishes.

Positivity is used only to ensure that $q\cdot\varepsilon q\neq0$. If this number vanishes, there may be no solution. As an algebraic example, not meant as the static tensor of a real insulator, take $\varepsilon=\mathrm{diag}(1,-1)$, $q=(1,1)$ and $p=(1,0)$. Then $q\cdot\varepsilon q=0$, and for every $c$ the left side of Gauss's law equals $4\pi$. No curl-free field satisfies it.

## The field depends on the direction of approach

Replace $q$ by $cq$ with $c\neq0$. In the formula, the vector and $q\cdot p$ each acquire a factor $c$, while $q\cdot\varepsilon q$ acquires $c^2$. The factors cancel, so the field depends on the direction of $q$ and not on its length.

```lean
/-- The macroscopic field is unchanged when the wavevector is rescaled by a nonzero factor. -/
theorem macroscopicField_smul (eps : Matrix n n ℝ) (V : ℝ) (q p : n → ℝ)
    {c : ℝ} (hc : c ≠ 0) :
    macroscopicField eps V (c • q) p = macroscopicField eps V q p := by
  simp only [macroscopicField, Matrix.mulVec_smul, smul_dotProduct, dotProduct_smul,
    smul_eq_mul, smul_smul]
  congr 1
  field_simp
```

The simplifier pulls the factors out of the products, and `field_simp` cancels them.

Since $q\neq0$, the field vanishes exactly when its coefficient does. The factor $4\pi$ and the denominator are nonzero, so this happens exactly when $q\cdot p=0$: a dipole perpendicular to the wavevector produces no macroscopic field.

```lean
/-- For a positive dielectric tensor, `V > 0` and `q ≠ 0`, the macroscopic field vanishes exactly
when `q·p = 0`. -/
theorem macroscopicField_eq_zero_iff {eps : Matrix n n ℝ}
    (heps : ∀ x : n → ℝ, x ≠ 0 → 0 < x ⬝ᵥ eps *ᵥ x) {V : ℝ} (hV : 0 < V)
    {q : n → ℝ} (hq : q ≠ 0) (p : n → ℝ) :
    macroscopicField eps V q p = 0 ↔ q ⬝ᵥ p = 0 := by
  have hne : V * (q ⬝ᵥ eps *ᵥ q) ≠ 0 := (mul_pos hV (heps q hq)).ne'
  have h4 : 4 * π ≠ 0 := by positivity
  rw [macroscopicField, smul_eq_zero, or_iff_left hq, neg_eq_zero, div_eq_zero_iff,
    or_iff_left hne, mul_eq_zero, or_iff_right h4]
```

The chain of rewrites removes the nonzero factors one at a time until only `q ⬝ᵥ p = 0` remains.

Suppose now that $p\neq0$ and that some $r\neq0$ satisfies $r\cdot p=0$. If the field had a limit $L$ as $q\to0$, the limit could be computed along any line $q=td$ with $t\to0$, $t\neq0$. On such a line the field is constant, so it equals $L$ for every direction $d$. The direction $d=r$ gives $L=0$. The direction $d=p$ gives
$$L=-\frac{4\pi}{V}\,\frac{p\,(p\cdot p)}{p\cdot\varepsilon p}\neq0 ,$$
a contradiction.

```lean
/-- For a positive dielectric tensor, `V > 0`, a nonzero dipole `p` and a nonzero direction `r`
perpendicular to it, the macroscopic field has no limit as the wavevector tends to zero. -/
theorem macroscopicField_no_limit {eps : Matrix n n ℝ}
    (heps : ∀ x : n → ℝ, x ≠ 0 → 0 < x ⬝ᵥ eps *ᵥ x) {V : ℝ} (hV : 0 < V)
    {p r : n → ℝ} (hp : p ≠ 0) (hr : r ≠ 0) (hrp : r ⬝ᵥ p = 0) :
    ¬ ∃ L : n → ℝ, Tendsto (fun q => macroscopicField eps V q p) (𝓝[≠] 0) (𝓝 L) := by
  rintro ⟨L, hL⟩
  -- along a fixed direction the field is constant, so it equals the limit
  have path : ∀ d : n → ℝ, d ≠ 0 → macroscopicField eps V d p = L := by
    intro d hd
    have ht : Tendsto (fun t : ℝ => t • d) (𝓝[≠] 0) (𝓝[≠] 0) := by
      refine tendsto_nhdsWithin_iff.2 ⟨?_, ?_⟩
      · have hcont : Continuous (fun t : ℝ => t • d) := continuous_id.smul continuous_const
        have h := hcont.tendsto 0
        simp only [zero_smul] at h
        exact h.mono_left nhdsWithin_le_nhds
      · filter_upwards [self_mem_nhdsWithin] with t ht
        exact smul_ne_zero ht hd
    have hc : Tendsto (fun _ : ℝ => macroscopicField eps V d p) (𝓝[≠] 0) (𝓝 L) := by
      refine (hL.comp ht).congr' ?_
      filter_upwards [self_mem_nhdsWithin] with t ht
      exact macroscopicField_smul eps V d p ht
    exact tendsto_nhds_unique tendsto_const_nhds hc
  -- the perpendicular direction gives zero, the direction of the dipole does not
  have h0 := (macroscopicField_eq_zero_iff heps hV hr p).2 hrp
  have h1 : macroscopicField eps V p p = 0 := by rw [path p hp, ← path r hr, h0]
  exact hp (dotProduct_self_eq_zero.1 ((macroscopicField_eq_zero_iff heps hV hp p).1 h1))
```

The notation `𝓝[≠] 0` means that $q$ approaches zero without being equal to it. The local statement `path` carries out the argument along a line: it shows that $td$ tends to zero through nonzero values, uses the scaling result to make the field constant, and concludes by uniqueness of limits. The last lines compare the two directions.

In two or more dimensions a suitable $r$ always exists. In one dimension there is none, and the field is the constant $-4\pi p/(V\varepsilon)$, which does have a limit.

## The restoring force on the ions

The remaining algebra rests on the action of a dyad on a vector:
$$\sum_b w_aw_bu_b=(w\cdot u)\,w_a .$$

```lean
/-- A dyad `w w` acting on a displacement `u` gives `(w·u) w`. -/
theorem dyad_mulVec (w u : m → ℝ) : vecMulVec w w *ᵥ u = (w ⬝ᵥ u) • w := by
  ext i
  simp only [Matrix.mulVec, dotProduct, vecMulVec_apply, Pi.smul_apply, smul_eq_mul,
    Finset.sum_mul]
  exact Finset.sum_congr rfl fun j _ => by ring
```

The proof writes out the sum and compares it term by term.

The field exerts on displacement coordinate $a$ the force $F_a=\sum_iZ_{ia}E_i$, that is, $F=Z^{\mathsf T}E$. This uses the same Born charges for the force in a field as for the dipole of a displacement, and that relation is taken as given. With $p=Zu$ one has $q\cdot p=w\cdot u$ and $Z^{\mathsf T}q=w$, so
$$F=-\frac{4\pi\,(w\cdot u)}{V\,(q\cdot\varepsilon q)}\,w=-Cu .$$

```lean
/-- The force `Zᵀ E` of the macroscopic field created by displacements `u` is minus the
non-analytic force constants applied to `u`. -/
theorem force_eq_nonanalytic (eps : Matrix n n ℝ) (V : ℝ) (q : n → ℝ)
    (Z : Matrix n m ℝ) (u : m → ℝ) :
    Zᵀ *ᵥ macroscopicField eps V q (Z *ᵥ u) =
      -(nonanalyticForceConstants eps V q Z *ᵥ u) := by
  rw [macroscopicField, nonanalyticForceConstants, Matrix.mulVec_smul,
    Matrix.mulVec_transpose, Matrix.smul_mulVec, dyad_mulVec, Matrix.dotProduct_mulVec q Z u]
  ext i
  simp only [Pi.neg_apply, Pi.smul_apply, smul_eq_mul]
  ring
```

The rewriting moves `Zᵀ` past the scalar coefficient, turns $Z^{\mathsf T}q$ into `q ᵥ* Z`, and applies the dyad identity. The theorem is an identity between the two defined expressions and needs no positivity assumption. The hypotheses of `curlFree_and_gauss_iff` are what guarantee here that `macroscopicField` is the electrostatic field of the dipole.

The corresponding quadratic form is
$$u\cdot Cu=\frac{4\pi}{V}\,\frac{(w\cdot u)^2}{q\cdot\varepsilon q}
=\frac{4\pi}{V}\,\frac{(q\cdot Zu)^2}{q\cdot\varepsilon q}.$$
The prefactor is positive, so the form is positive exactly when $q\cdot Zu\neq0$, and it is zero otherwise.

```lean
/-- For a positive dielectric tensor, `V > 0` and `q ≠ 0`, the quadratic form of the non-analytic
force constants is positive on a displacement exactly when the dipole `Z u` has a component along
`q`. -/
theorem nonanalytic_pos_iff {eps : Matrix n n ℝ}
    (heps : ∀ x : n → ℝ, x ≠ 0 → 0 < x ⬝ᵥ eps *ᵥ x) {V : ℝ} (hV : 0 < V)
    {q : n → ℝ} (hq : q ≠ 0) (Z : Matrix n m ℝ) (u : m → ℝ) :
    0 < u ⬝ᵥ nonanalyticForceConstants eps V q Z *ᵥ u ↔ q ⬝ᵥ Z *ᵥ u ≠ 0 := by
  have hc : 0 < 4 * π / (V * (q ⬝ᵥ eps *ᵥ q)) :=
    div_pos (by positivity) (mul_pos hV (heps q hq))
  -- the quadratic form is a positive constant times the square of `q·Z u`
  have hform : u ⬝ᵥ nonanalyticForceConstants eps V q Z *ᵥ u =
      4 * π / (V * (q ⬝ᵥ eps *ᵥ q)) * (q ⬝ᵥ Z *ᵥ u) ^ 2 := by
    rw [nonanalyticForceConstants, Matrix.smul_mulVec, dyad_mulVec, dotProduct_smul,
      dotProduct_smul, dotProduct_comm u (q ᵥ* Z), Matrix.dotProduct_mulVec q Z u]
    simp only [smul_eq_mul]
    ring
  rw [hform]
  constructor
  · intro h h0
    rw [h0] at h
    norm_num at h
  · intro h
    exact mul_pos hc (by positivity)

end

end LongitudinalMacroscopicField
```

The local identity `hform` is this formula. After it, one direction of the proof observes that a zero component along $q$ would make the form zero, and the other multiplies two positive numbers.

A displacement whose dipole has a component along $q$ is therefore stiffened by the field, while one whose dipole is perpendicular to $q$ is not. This is the electrostatic ingredient of LO-TO splitting. The phonon frequencies themselves also depend on the masses and on the remaining force constants, neither of which appears here. In phonon calculations for bulk polar insulators, a term of the form $C$ supplies the part of the force constants that still depends on the direction of $q$ as $q\to0$, within the harmonic, long-wavelength description with constant $\varepsilon$ and $Z$ used here.

```lean
#print axioms LongitudinalMacroscopicField.curlFree_and_gauss_iff
#print axioms LongitudinalMacroscopicField.macroscopicField_no_limit
#print axioms LongitudinalMacroscopicField.force_eq_nonanalytic
#print axioms LongitudinalMacroscopicField.nonanalytic_pos_iff
```

```
'LongitudinalMacroscopicField.curlFree_and_gauss_iff' depends on axioms: [propext, Classical.choice, Quot.sound]
'LongitudinalMacroscopicField.macroscopicField_no_limit' depends on axioms: [propext, Classical.choice, Quot.sound]
'LongitudinalMacroscopicField.force_eq_nonanalytic' depends on axioms: [propext, Classical.choice, Quot.sound]
'LongitudinalMacroscopicField.nonanalytic_pos_iff' depends on axioms: [propext, Classical.choice, Quot.sound]
```
